# Two SL(2,ℂ) matrices induce the same map of four-vectors exactly when they agree up to sign

A rotation or boost acts on a two-component spinor by a complex 2×2 matrix A of determinant one, and on four-vectors by a real linear map. How much of A can be read off from the map of four-vectors? To ask this in Lean, we choose how a four-vector becomes a matrix and how a matrix is turned back into a four-vector.

The choice made here is to let a four-vector be a function `Fin 4 → ℝ` with components x0, x1, x2, x3, in units where the speed of light is 1, and to attach to it the matrix

x0 + x·σ = x0 1 + x1 σ₁ + x2 σ₂ + x3 σ₃,

where 1 is the identity matrix and σ₁, σ₂, σ₃ are the Pauli matrices. In the products x·σ and x·x, the letter x stands for the three spatial components x1, x2, x3 only.

```lean
import Mathlib

open Matrix

namespace LorentzSpinor

noncomputable section

local notation "M₂" => Matrix (Fin 2) (Fin 2) ℂ

/-- The first Pauli matrix. -/
def σ₁ : M₂ := !![0, 1; 1, 0]

/-- The second Pauli matrix. -/
def σ₂ : M₂ := !![0, -Complex.I; Complex.I, 0]

/-- The third Pauli matrix. -/
def σ₃ : M₂ := !![1, 0; 0, -1]
```

The matrix is called `slash x`. In textbooks the slash usually denotes the 4×4 contraction with the Dirac matrices; here it is the 2×2 matrix above.

```lean
/-- The spinor matrix `x0 + x·σ` of a real four-vector. -/
def slash (x : Fin 4 → ℝ) : M₂ :=
  (x 0 : ℂ) • 1 + (x 1 : ℂ) • σ₁ + (x 2 : ℂ) • σ₂ + (x 3 : ℂ) • σ₃
```

The Minkowski square has the time component with a plus sign.

```lean
/-- The Minkowski square `x0² - x·x` of a four-vector. -/
def minkowski (x : Fin 4 → ℝ) : ℝ := x 0 ^ 2 - (x 1 ^ 2 + x 2 ^ 2 + x 3 ^ 2)
```

The way back uses half traces. `coords` keeps only their real parts, so that its output is a real four-vector for any matrix X.

```lean
/-- The four real numbers obtained from a matrix as the real parts of half its traces
against the identity and the Pauli matrices. -/
def coords (X : M₂) : Fin 4 → ℝ :=
  ![(trace X).re / 2, (trace (σ₁ * X)).re / 2,
    (trace (σ₂ * X)).re / 2, (trace (σ₃ * X)).re / 2]
```

With A† for the conjugate transpose, written `Aᴴ` in Lean, the induced map sends x to the coordinates of A (x0 + x·σ) A†. The name `lorentz` is given to this map for every A, although it preserves the Minkowski square only under a condition on the determinant.

```lean
/-- The map of four-vectors induced by `X ↦ A X A†` on spinor matrices. -/
def lorentz (A : M₂) (x : Fin 4 → ℝ) : Fin 4 → ℝ := coords (A * slash x * Aᴴ)
```

The counter-examples below are worked in the text; none is stated as a theorem in Lean.

## Real components give a Hermitian matrix

The components of an event or a four-momentum are real numbers. In Lean this hypothesis sits in the type `Fin 4 → ℝ`.

Adding up the four terms, with rows separated by a semicolon, gives

x0 + x·σ = (x0 + x3, x1 − i x2; x1 + i x2, x0 − x3).

`slash_eq` checks this entry by entry.

```lean
/-- The spinor matrix of a four-vector, written out in components. -/
theorem slash_eq (x : Fin 4 → ℝ) :
    slash x = !![(x 0 : ℂ) + x 3, x 1 - x 2 * Complex.I;
                 x 1 + x 2 * Complex.I, x 0 - x 3] := by
  ext i j
  fin_cases i <;> fin_cases j <;> simp [slash, σ₁, σ₂, σ₃] <;> ring
```

The determinant follows by multiplying out:

det(x0 + x·σ) = (x0 + x3)(x0 − x3) − (x1 − i x2)(x1 + i x2)

= x0² − x3² − (x1² + x2²)

= x0² − x·x.

Lean states this as an equality of complex numbers, with the real Minkowski square regarded as complex. The last line of the proof supplies i² = −1, multiplied by x2².

```lean
/-- The determinant of `x0 + x·σ` is the Minkowski square of the four-vector. -/
theorem det_slash (x : Fin 4 → ℝ) : (slash x).det = (minkowski x : ℂ) := by
  rw [slash_eq, det_fin_two_of]
  simp only [minkowski]
  push_cast
  linear_combination (x 2 : ℂ) ^ 2 * Complex.I_sq
```

This calculation would work for complex components too. Reality is needed for the next statement: the diagonal entries are real and the off-diagonal ones are conjugates of each other, so the matrix is Hermitian. With x0 = i and the other components zero, the matrix is i 1, which is not Hermitian.

```lean
/-- The spinor matrix of a real four-vector is Hermitian. -/
theorem isHermitian_slash (x : Fin 4 → ℝ) : (slash x).IsHermitian := by
  rw [slash_eq]
  ext i j
  fin_cases i <;> fin_cases j <;> simp [conjTranspose_apply]
  ring
```

## Hermitian matrices are four-vectors

Hermiticity of X says that X stands for a real four-vector. By hand, write X = (p, w; conj(w), q) with p and q real. Then

tr X = p + q,

tr(σ₁X) = conj(w) + w = 2 Re w,

tr(σ₂X) = −i conj(w) + i w = −2 Im w,

tr(σ₃X) = p − q.

Half of these numbers are x0, x1, x2, x3. Putting them back gives x0 + x3 = p, x0 − x3 = q, x1 − i x2 = w and x1 + i x2 = conj(w), which is X again.

In the proof, `hre` and `him` extract from `hX` the relations between the real and imaginary parts of the entries, and `t0` to `t3` are the four traces. The comparison is then made separately for the real and imaginary part of each entry.

```lean
/-- Every Hermitian two-by-two matrix is the spinor matrix of the four-vector
formed by its half traces. -/
theorem slash_coords {X : M₂} (hX : X.IsHermitian) : slash (coords X) = X := by
  have hre : ∀ i j, (X j i).re = (X i j).re := by
    intro i j
    have h := congrArg Complex.re (hX.apply i j)
    rwa [Complex.star_def, Complex.conj_re] at h
  have him : ∀ i j, -(X j i).im = (X i j).im := by
    intro i j
    have h := congrArg Complex.im (hX.apply i j)
    rwa [Complex.star_def, Complex.conj_im] at h
  -- the traces against the identity and the Pauli matrices
  have t0 : trace X = X 0 0 + X 1 1 := trace_fin_two X
  have t1 : trace (σ₁ * X) = X 1 0 + X 0 1 := by
    simp only [trace_fin_two, Matrix.mul_apply, Fin.sum_univ_two]
    simp [σ₁]
  have t2 : trace (σ₂ * X) = -(Complex.I * X 1 0) + Complex.I * X 0 1 := by
    simp only [trace_fin_two, Matrix.mul_apply, Fin.sum_univ_two]
    simp [σ₂]
  have t3 : trace (σ₃ * X) = X 0 0 + -(X 1 1) := by
    simp only [trace_fin_two, Matrix.mul_apply, Fin.sum_univ_two]
    simp [σ₃]
  rw [slash_eq]
  ext i j
  fin_cases i <;> fin_cases j <;> apply Complex.ext <;>
    simp [coords, t0, t1, t2, t3] <;>
    linarith [hre 0 1, him 0 0, him 0 1, him 1 1]
```

For X = i 1 all four real parts vanish, so `slash (coords X)` is the zero matrix and X is not recovered.

The transformation X ↦ A X A† stays among the Hermitian matrices, whatever A is:

(A X A†)† = A X† A† = A X A†.

The hypothesis enters at the last equality, and in Lean as the rewrite with `hX.eq`. Hence `lorentz` loses nothing when it takes real parts: the matrix A (x0 + x·σ) A† is Hermitian and is recovered from its coordinates.

```lean
/-- The transformation `X ↦ A X A†` preserves Hermiticity. -/
theorem isHermitian_conj (A : M₂) {X : M₂} (hX : X.IsHermitian) :
    (A * X * Aᴴ).IsHermitian := by
  unfold Matrix.IsHermitian
  rw [conjTranspose_mul, conjTranspose_mul, conjTranspose_conjTranspose, hX.eq, ← mul_assoc]
```

## The modulus of det A sets the scale of the interval

The condition det A = 1 is membership in SL(2,ℂ), and it appears in Lean as the hypothesis `hA`. Its first use is in

det(A X A†) = det A · det X · conj(det A) = |det A|² det X = det X.

The Lean proof performs the same factorisation and puts in 1 for both determinants of A. It needs no Hermiticity of X.

```lean
/-- For `A` of determinant one, `X ↦ A X A†` preserves the determinant. -/
theorem det_conj {A : M₂} (hA : A.det = 1) (X : M₂) : (A * X * Aᴴ).det = X.det := by
  rw [det_mul, det_mul, det_conjTranspose, hA, star_one, one_mul, mul_one]
```

By hand one sees that |det A| = 1 is enough here. Some condition on the modulus is needed: A = 2·1 sends X to 4X and multiplies the determinant by 16.

## Fixing every four-vector leaves only a phase

Suppose now that A X A† = X for every Hermitian X. Physically, A does nothing to any four-vector. No determinant is prescribed yet.

Taking X = 1 gives A A† = 1, and for square matrices also A†A = 1. Multiplying A X A† = X by A from the right then gives

A X = X A for every Hermitian X.

Number rows and columns from 0, as Lean does. For X = σ₃ the entries (0,1) and (1,0) of this equation read

−A01 = A01 and A10 = −A10,

so both off-diagonal entries vanish. For X = σ₁ the entry (0,1) reads A00 = A11. Therefore A = c 1 with c = A00, and the entry (0,0) of A A† = 1 gives |c|² = 1. Conversely, if A = c 1 with |c| = 1, then A X A† = |c|² X = X.

The Lean proof takes the same route. `h1` and `h2` are the unitarity relations, `comm` is the commutation, and `k01`, `k10` and `h00` are the three entries just read off. The step from |c|² = 1 to |c| = 1 uses that a norm is not negative.

```lean
/-- A complex two-by-two matrix `A`, of any determinant, satisfies `A X A† = X` for every
Hermitian `X` exactly when it is a phase times the identity. -/
theorem fixes_iff_phase (A : M₂) :
    (∀ X : M₂, X.IsHermitian → A * X * Aᴴ = X) ↔
      ∃ c : ℂ, ‖c‖ = 1 ∧ A = c • (1 : M₂) := by
  constructor
  · intro h
    -- X = 1 shows that A is unitary; with A X A† = X this makes A commute with every Hermitian X
    have h1 : A * Aᴴ = 1 := by simpa using h 1 Matrix.isHermitian_one
    have h2 : Aᴴ * A = 1 := mul_eq_one_comm.mp h1
    have comm : ∀ X : M₂, X.IsHermitian → ∀ i j, (A * X) i j = (X * A) i j := by
      intro X hX i j
      have e : A * X = X * A := by
        calc A * X = A * X * (Aᴴ * A) := by rw [h2, mul_one]
          _ = A * X * Aᴴ * A := by simp only [mul_assoc]
          _ = X * A := by rw [h X hX]
      rw [e]
    have s1 : σ₁.IsHermitian := by
      ext i j
      fin_cases i <;> fin_cases j <;> simp [σ₁]
    have s3 : σ₃.IsHermitian := by
      ext i j
      fin_cases i <;> fin_cases j <;> simp [σ₃]
    -- σ₃ removes the off-diagonal entries, σ₁ equates the diagonal ones
    have k01 : -(A 0 1) = A 0 1 := by
      simpa [σ₃, Matrix.mul_apply, Fin.sum_univ_two] using comm σ₃ s3 0 1
    have k10 : A 1 0 = -(A 1 0) := by
      simpa [σ₃, Matrix.mul_apply, Fin.sum_univ_two] using comm σ₃ s3 1 0
    have h00 : A 0 0 = A 1 1 := by
      simpa [σ₁, Matrix.mul_apply, Fin.sum_univ_two] using comm σ₁ s1 0 1
    have h01 : A 0 1 = 0 := by linear_combination (-1 / 2 : ℂ) * k01
    have h10 : A 1 0 = 0 := by linear_combination (1 / 2 : ℂ) * k10
    refine ⟨A 0 0, ?_, ?_⟩
    · have k : A 0 0 * (starRingEnd ℂ) (A 0 0) = 1 := by
        simpa [Matrix.mul_apply, Fin.sum_univ_two, h01] using
          congrArg (fun M : M₂ => M 0 0) h1
      rw [Complex.mul_conj, Complex.normSq_eq_norm_sq] at k
      have k' : ‖A 0 0‖ ^ 2 = 1 := by exact_mod_cast k
      nlinarith [norm_nonneg (A 0 0)]
    · ext i j
      fin_cases i <;> fin_cases j <;> simp [h01, h10, h00]
  · rintro ⟨c, hc, rfl⟩ X _
    have k : c * star c = 1 := by
      rw [Complex.star_def, Complex.mul_conj, Complex.normSq_eq_norm_sq, hc]
      norm_num
    rw [conjTranspose_smul, conjTranspose_one, Matrix.smul_mul, one_mul, Matrix.mul_smul,
      mul_one, smul_smul, mul_comm (star c) c, k, one_smul]
```

The argument uses the hypothesis only at X = 1, σ₁ and σ₃. Fixing 1 and σ₃ alone is not enough: A = (i, 0; 0, −i) has determinant one and fixes both, but it reverses the signs of x1 and x2. It induces the rotation by π about the third axis.

## The phase of det A reduces the choice to a sign

The second use of det A = 1 concerns the phase. If A = c 1 fixes every Hermitian X, then

1 = det A = c²,

so c = 1 or c = −1. In the other direction, both signs cancel in A X A†. The Lean proof obtains c from `fixes_iff_phase`, computes the determinant of c 1 and solves c · c = 1.

```lean
/-- A matrix `A` of determinant one satisfies `A X A† = X` for every Hermitian `X`
exactly when `A = 1` or `A = -1`. -/
theorem fixes_iff_one_or_neg_one {A : M₂} (hA : A.det = 1) :
    (∀ X : M₂, X.IsHermitian → A * X * Aᴴ = X) ↔ A = 1 ∨ A = -1 := by
  constructor
  · intro h
    obtain ⟨c, _, rfl⟩ := (fixes_iff_phase A).mp h
    -- the determinant of a phase times the identity is the square of the phase
    rw [det_smul, det_one, mul_one, Fintype.card_fin] at hA
    have k : c * c = 1 := by linear_combination hA
    rcases mul_self_eq_one_iff.mp k with rfl | rfl
    · left; simp
    · right; simp
  · rintro (rfl | rfl) X _ <;> simp
```

Here |det A| = 1 does not suffice. The matrix A = i 1 has determinant −1 and fixes every X, since i · conj(i) = 1, yet it is neither 1 nor −1.

## The induced map preserves the Minkowski square

For four-vectors, let x′ be the image of x under `lorentz A`, with det A = 1. Since A (x0 + x·σ) A† is Hermitian, it equals x0′ + x′·σ, and taking determinants gives

x0′² − x′·x′ = det(A (x0 + x·σ) A†) = det(x0 + x·σ) = x0² − x·x.

`minkowski_lorentz` follows this chain in the complex numbers and returns to the reals at the end.

```lean
/-- The map of four-vectors induced by a matrix of determinant one preserves the
Minkowski square. -/
theorem minkowski_lorentz {A : M₂} (hA : A.det = 1) (x : Fin 4 → ℝ) :
    minkowski (lorentz A x) = minkowski x := by
  have h : (minkowski (lorentz A x) : ℂ) = (minkowski x : ℂ) := by
    rw [← det_slash, ← det_slash, lorentz,
      slash_coords (isHermitian_conj A (isHermitian_slash x)), det_conj hA]
  exact_mod_cast h
```

Without the determinant condition, A = 2·1 takes (1, 0, 0, 0) to (4, 0, 0, 0), and the Minkowski square rises from 1 to 16.

## Equal maps, with both determinants equal to one

The last theorem takes two matrices A and B, both of determinant one. It says that `lorentz A x = lorentz B x` for all x exactly when A = B or A = −B.

Suppose that the maps agree. Every Hermitian X comes from a four-vector, so

A X A† = B X B† for every Hermitian X.

Set C = B⁻¹A. Then

C X C† = B⁻¹ (A X A†) (B⁻¹)† = B⁻¹ (B X B†) (B⁻¹)† = X.

Also det C = det A / det B = 1. The previous result gives C = 1 or C = −1, and A = B C is B or −B. Conversely, replacing B by −B changes nothing in B X B†.

In Lean the inverse is written as `B.adjugate`, which is the inverse of B because det B = 1; `hl` and `hr` state this from the two sides. `hC` is the determinant of C, `fix` is the displayed calculation, and `hrec` recovers A from C.

```lean
/-- Two matrices of determinant one induce the same map of four-vectors exactly when
they agree up to sign. -/
theorem lorentz_eq_iff {A B : M₂} (hA : A.det = 1) (hB : B.det = 1) :
    (∀ x, lorentz A x = lorentz B x) ↔ A = B ∨ A = -B := by
  constructor
  · intro h
    have hl : B.adjugate * B = 1 := by rw [adjugate_mul, hB, one_smul]
    have hr : B * B.adjugate = 1 := by rw [mul_adjugate, hB, one_smul]
    have hC : (B.adjugate * A).det = 1 := by
      have e := congrArg Matrix.det hl
      rw [det_mul, hB, mul_one, det_one] at e
      rw [det_mul, e, hA, mul_one]
    -- X ↦ C X C† with C = B⁻¹A fixes every Hermitian matrix
    have fix : ∀ X : M₂, X.IsHermitian →
        (B.adjugate * A) * X * (B.adjugate * A)ᴴ = X := by
      intro X hX
      have e := congrArg slash (h (coords X))
      simp only [lorentz] at e
      rw [slash_coords (isHermitian_conj A (isHermitian_slash _)),
        slash_coords (isHermitian_conj B (isHermitian_slash _)), slash_coords hX] at e
      calc (B.adjugate * A) * X * (B.adjugate * A)ᴴ
          = B.adjugate * (A * X * Aᴴ) * (B.adjugate)ᴴ := by
            rw [conjTranspose_mul]; simp only [mul_assoc]
        _ = (B.adjugate * B) * X * (B.adjugate * B)ᴴ := by
            rw [e, conjTranspose_mul]; simp only [mul_assoc]
        _ = X := by rw [hl, conjTranspose_one, one_mul, mul_one]
    have hrec : B * (B.adjugate * A) = A := by rw [← mul_assoc, hr, one_mul]
    rcases (fixes_iff_one_or_neg_one hC).mp fix with e | e
    · left
      rw [← hrec, e, mul_one]
    · right
      rw [← hrec, e, mul_neg, mul_one]
  · rintro (rfl | rfl) x
    · rfl
    · simp [lorentz]

end

end LorentzSpinor
```

```lean
#print axioms LorentzSpinor.minkowski_lorentz
#print axioms LorentzSpinor.lorentz_eq_iff
```

```
'LorentzSpinor.minkowski_lorentz' depends on axioms: [propext, Classical.choice, Quot.sound]
'LorentzSpinor.lorentz_eq_iff' depends on axioms: [propext, Classical.choice, Quot.sound]
```

If the hypothesis on A is removed while det B = 1 is kept, the statement fails for A = i 1 and B = 1: both induce the identity map, but A is neither B nor −B.

In relativistic quantum mechanics, this means that the map of four-vectors determines, up to a sign, the matrix A of determinant one that acts on a two-component Weyl spinor of one handedness. Weyl spinors of the other handedness are acted on by (A†)⁻¹, which is then also determined up to a sign. The sign is the one that a spin-1/2 state vector acquires under a rotation by 2π; as a global phase it leaves the physical state unchanged. This is the two-to-one part of the relation between SL(2,ℂ) and the Lorentz group. To apply it to a given change of inertial frame, one still has to know that this change is `lorentz A` for some A of determinant one.
